# Thermal energy and its fluctuations from the expansion order of a finite real symmetric Hamiltonian

Suppose a simulation at inverse temperature $\beta>0$ expands $e^{\beta(c-H)}$ in powers of $c-H$, where $H$ is the Hamiltonian and $c$ a constant energy, and records the order $n$ of each sampled term. If the variance of $n$ is read as $\beta^2$ times the variance of the energy, the heat capacity comes out wrong. A system with a single level $E<c$ shows this: its energy does not fluctuate, yet $n$ does. The correct relation subtracts the mean order as well.

## Orders as lengths of closed paths

Write $B=c-H$, with $c$ standing for $c$ times the identity. The trace of the exponential is

$$\operatorname{Tr}e^{\beta B}=\sum_{n=0}^{\infty}w_n,\qquad w_n=\frac{\beta^n\operatorname{Tr}(B^n)}{n!}.$$

For $n\ge1$, $\operatorname{Tr}(B^n)$ is a sum over closed paths of $n$ steps through the basis states, each step contributing a matrix element of $B$. Stochastic series expansion samples such paths for lattice models. For a finite real symmetric $H$, the results below turn the statistics of $n$ into the thermal energy and its variance.

Two averages are needed, one over orders and one over states:

$$\overline{f(n)}=\frac{\sum_n f(n)\,w_n}{\sum_n w_n},\qquad
\langle X\rangle_B=\frac{\operatorname{Tr}(Xe^{\beta B})}{\operatorname{Tr}e^{\beta B}}.$$

The usual Boltzmann average, with $e^{-\beta H}$, is written $\langle X\rangle$.

## What is proved

For a real symmetric $B$ on a nonempty finite set of basis states and any real $\beta$, `expansion_order_moments` states that $\sum_n w_n>0$ and

$$\overline{n}=\beta\langle B\rangle_B,\qquad \overline{n(n-1)}=\beta^2\langle B^2\rangle_B.$$

For a real symmetric $H$ and any real $c$, two consequences follow. The first, `energy_estimator`, needs $\beta\neq0$; the second is `energy_variance_estimator`:

$$\langle H\rangle=c-\frac{\overline n}{\beta},\qquad
\beta^2\left(\langle H^2\rangle-\langle H\rangle^2\right)=\overline{n^2}-\overline n^{\,2}-\overline n.$$

The right-hand side of the second formula is the heat capacity in units of Boltzmann's constant.

In Lean, the finite type `ι` labels the basis states and `Matrix ι ι ℝ` holds the operators. `orderWeight β B n` is $w_n$, `orderMean β B f` is $\overline{f(n)}$, and `thermalAvg β B X` is $\langle X\rangle_B$. The exponent in `thermalAvg` carries a plus sign, so the Boltzmann average $\langle X\rangle$ appears as `thermalAvg β (-H) X`. For $B=c-H$, the total weight $\operatorname{Tr}e^{\beta B}$ is $e^{\beta c}$ times the partition function $\operatorname{Tr}e^{-\beta H}$.

The weights may be negative, and then $\overline{f(n)}$ is a ratio of signed sums and not a probability average. `orderWeight_nonneg` gives a sufficient condition for $w_n\ge0$: $\beta\ge0$ and no negative entry in $B$. Each closed path then also contributes a nonnegative amount, so that path weights can serve as sampling probabilities. The shift $c$ changes only the diagonal of $B$, so the off-diagonal part of this condition restricts $H$ itself. For $\beta\ge0$, choosing $c$ no lower than the largest eigenvalue of $H$ also makes every $w_n\ge0$, but single paths may still contribute negative amounts.

Complex Hermitian matrices and infinite-dimensional spaces are excluded. The formulas concern exact sums over all orders, and sampling is not modelled. If the weights are nonnegative and a Monte Carlo run visits the orders with frequencies proportional to $w_n$, plain averages over the run estimate $\overline{f(n)}$; a run that samples with other frequencies needs reweighting.

## The derivation

**Factorial moments.** For an integer $k\ge0$, the product $n(n-1)\cdots(n-k+1)$ vanishes if $n<k$ and equals $n!/(n-k)!$ otherwise. With $n=m+k$,

$$\sum_{n}n(n-1)\cdots(n-k+1)\,w_n
=\sum_{m=0}^{\infty}\frac{\beta^{m+k}\operatorname{Tr}(B^{m+k})}{m!}
=\beta^k\sum_{m=0}^{\infty}\frac{\operatorname{Tr}\left(B^k(\beta B)^m\right)}{m!}
=\beta^k\operatorname{Tr}(B^ke^{\beta B}).$$

The last step takes the exponential series through the trace, which is continuous in finite dimension. The case $k=0$ gives the total weight $\operatorname{Tr}e^{\beta B}$.

**Positivity.** Let $M=e^{\beta B/2}$. Since $B$ is symmetric, so is $M$, and $e^{\beta B}=M^{\mathsf T}M$. Therefore

$$\operatorname{Tr}e^{\beta B}=\sum_{a,b}M_{ba}^2>0,$$

because an invertible matrix on a nonempty index set has a nonzero entry. Dividing the cases $k=1$ and $k=2$ by this number gives the two moment formulas.

**The shift.** The identity commutes with $H$, so $e^{\beta(c-H)}=e^{\beta c}e^{-\beta H}$. The factor $e^{\beta c}$ cancels between numerator and denominator, and $\langle X\rangle_B=\langle X\rangle$. Hence

$$\langle B\rangle_B=c-\langle H\rangle,\qquad
\langle B^2\rangle_B=c^2-2c\langle H\rangle+\langle H^2\rangle.$$

**Energy and variance.** The first moment reads $\overline n=\beta(c-\langle H\rangle)$, which is solved for $\langle H\rangle$ when $\beta\ne0$. For the variance, $n^2=n(n-1)+n$ gives $\overline{n^2}-\overline n=\beta^2\langle B^2\rangle_B$, so

$$\overline{n^2}-\overline n-\overline n^{\,2}
=\beta^2\left[c^2-2c\langle H\rangle+\langle H^2\rangle-(c-\langle H\rangle)^2\right]
=\beta^2\left(\langle H^2\rangle-\langle H\rangle^2\right).$$

**Sign of the weights.** If $B$ has no negative entry, neither has $B^n$, since its entries are sums of products of entries of $B$ (for $n=0$ it is the identity). With $\beta\ge0$, every factor in $w_n$ is then nonnegative.

## A single level

For one basis state, $H=E$ and $w_n=[\beta(c-E)]^n/n!$. When $\beta(c-E)>0$, the normalised weights form a Poisson distribution with mean and variance both equal to $\beta(c-E)$. The energy formula returns $E$, and the variance formula returns zero: the whole spread of $n$ comes from the expansion.

## The Lean file

```lean
import Mathlib

open Matrix

namespace ExpansionOrderEstimator

noncomputable section

variable {ι : Type*} [Fintype ι] [DecidableEq ι]

/-- The weight `β ^ n Tr(B ^ n) / n!` of expansion order `n`. -/
def orderWeight (β : ℝ) (B : Matrix ι ι ℝ) (n : ℕ) : ℝ :=
  β ^ n * Matrix.trace (B ^ n) / (n.factorial : ℝ)

/-- The average of a function `f` of the expansion order, normalised by the total weight.
It is meant for convergent sums and a nonzero total weight. -/
def orderMean (β : ℝ) (B : Matrix ι ι ℝ) (f : ℕ → ℝ) : ℝ :=
  (∑' n, f n * orderWeight β B n) / ∑' n, orderWeight β B n

/-- The thermal average `Tr(X exp(βB)) / Tr exp(βB)`, meant for `Tr exp(βB) ≠ 0`. -/
def thermalAvg (β : ℝ) (B X : Matrix ι ι ℝ) : ℝ :=
  Matrix.trace (X * NormedSpace.exp (β • B)) / Matrix.trace (NormedSpace.exp (β • B))

/-- The exponential series may be summed inside a trace against a fixed matrix `A`. -/
theorem hasSum_trace_exp (A M : Matrix ι ι ℝ) :
    HasSum (fun n : ℕ => Matrix.trace (A * M ^ n) / (n.factorial : ℝ))
      (Matrix.trace (A * NormedSpace.exp M)) := by
  have h : HasSum (fun n : ℕ => ((n.factorial : ℝ)⁻¹) • M ^ n) (NormedSpace.exp M) := by
    let : NormedRing (Matrix ι ι ℝ) := Matrix.linftyOpNormedRing
    let : NormedAlgebra ℝ (Matrix ι ι ℝ) := Matrix.linftyOpNormedAlgebra
    exact NormedSpace.exp_series_hasSum_exp' (𝕂 := ℝ) M
  have hg : Continuous (fun X : Matrix ι ι ℝ => Matrix.trace (A * X)) :=
    (continuous_const.matrix_mul continuous_id).matrix_trace
  have h2 : HasSum (fun n : ℕ => Matrix.trace (A * (((n.factorial : ℝ)⁻¹) • M ^ n)))
      (Matrix.trace (A * NormedSpace.exp M)) :=
    h.map ((Matrix.traceAddMonoidHom ι ℝ).comp (AddMonoidHom.mulLeft A)) hg
  simpa only [Matrix.mul_smul, Matrix.trace_smul, smul_eq_mul, div_eq_inv_mul] using h2

/-- The unnormalised `k`-th factorial moment of the expansion order, the sum of
`n(n-1)...(n-k+1)` times the weight, converges to `β ^ k Tr(B ^ k exp(βB))`. -/
theorem hasSum_factorial_moment (β : ℝ) (B : Matrix ι ι ℝ) (k : ℕ) :
    HasSum (fun n : ℕ => (n.descFactorial k : ℝ) * orderWeight β B n)
      (β ^ k * Matrix.trace (B ^ k * NormedSpace.exp (β • B))) := by
  -- orders below `k` do not contribute, so the sum starts at `n = k`
  have h0 : ∑ i ∈ Finset.range k, (i.descFactorial k : ℝ) * orderWeight β B i = 0 :=
    Finset.sum_eq_zero fun i hi => by
      rw [Nat.descFactorial_of_lt (Finset.mem_range.mp hi), Nat.cast_zero, zero_mul]
  -- the falling factorial cancels the top of the factorial
  have hterm : ∀ m : ℕ, ((m + k).descFactorial k : ℝ) * orderWeight β B (m + k) =
      β ^ k * (Matrix.trace (B ^ k * (β • B) ^ m) / (m.factorial : ℝ)) := by
    intro m
    have hf : (m.factorial : ℝ) * ((m + k).descFactorial k : ℝ) = ((m + k).factorial : ℝ) := by
      have h := Nat.factorial_mul_descFactorial (Nat.le_add_left k m)
      rw [Nat.add_sub_cancel] at h
      exact_mod_cast h
    have hm : (m.factorial : ℝ) ≠ 0 := Nat.cast_ne_zero.mpr (Nat.factorial_ne_zero m)
    have hd : ((m + k).descFactorial k : ℝ) ≠ 0 := by
      intro h
      rw [h, mul_zero] at hf
      exact Nat.cast_ne_zero.mpr (Nat.factorial_ne_zero (m + k)) hf.symm
    rw [orderWeight, smul_pow, Matrix.mul_smul, Matrix.trace_smul, ← pow_add, add_comm k m,
      smul_eq_mul, ← hf, ← mul_div_assoc, ← mul_div_assoc,
      div_eq_div_iff (mul_ne_zero hm hd) hm]
    ring
  rw [← hasSum_nat_add_iff' k, h0, sub_zero]
  simpa only [hterm] using (hasSum_trace_exp (B ^ k) (β • B)).mul_left (β ^ k)

/-- The order weights sum to `Tr exp(βB)`. -/
theorem hasSum_orderWeight (β : ℝ) (B : Matrix ι ι ℝ) :
    HasSum (fun n : ℕ => orderWeight β B n) (Matrix.trace (NormedSpace.exp (β • B))) := by
  simpa using hasSum_factorial_moment β B 0

/-- For a real symmetric `B` on a nonempty index type, `Tr exp(βB)` is positive. -/
theorem trace_exp_pos [Nonempty ι] {B : Matrix ι ι ℝ} (hB : B.IsSymm) (β : ℝ) :
    0 < Matrix.trace (NormedSpace.exp (β • B)) := by
  -- write `exp(βB) = Mᵀ M` with `M = exp(βB/2)` invertible
  obtain ⟨M, hM⟩ : ∃ M : Matrix ι ι ℝ, M = NormedSpace.exp ((β / 2) • B) := ⟨_, rfl⟩
  have hT : Mᵀ = M := by
    rw [hM, ← Matrix.exp_transpose, Matrix.transpose_smul, hB.eq]
  have hMM : NormedSpace.exp (β • B) = Mᵀ * M := by
    rw [hT, hM, ← Matrix.exp_add_of_commute _ _ (Commute.refl _), ← add_smul, add_halves]
  have hne : M ≠ 0 := by
    rw [hM]
    exact (Matrix.isUnit_exp _).ne_zero
  obtain ⟨i, j, hij⟩ : ∃ i j, M i j ≠ 0 := by
    by_contra h
    apply hne
    ext i j
    by_contra hij
    exact h ⟨i, j, hij⟩
  rw [hMM]
  simp only [Matrix.trace, Matrix.diag_apply, Matrix.mul_apply, Matrix.transpose_apply]
  exact Finset.sum_pos' (fun a _ => Finset.sum_nonneg fun b _ => mul_self_nonneg _)
    ⟨j, Finset.mem_univ j, Finset.sum_pos' (fun b _ => mul_self_nonneg _)
      ⟨i, Finset.mem_univ i, mul_self_pos.mpr hij⟩⟩

/-- For a real symmetric `B` on a nonempty index type, the total order weight is positive, and the
normalised averages of `n` and `n(n-1)` are `β⟨B⟩` and `β²⟨B²⟩`, where `⟨·⟩` is the average taken
with `exp(βB)`. -/
theorem expansion_order_moments [Nonempty ι] {B : Matrix ι ι ℝ} (hB : B.IsSymm) (β : ℝ) :
    0 < ∑' n, orderWeight β B n ∧
    orderMean β B (fun n => (n : ℝ)) = β * thermalAvg β B B ∧
    orderMean β B (fun n => (n : ℝ) * ((n : ℝ) - 1)) = β ^ 2 * thermalAvg β B (B ^ 2) := by
  have h1 := hasSum_factorial_moment β B 1
  have h2 := hasSum_factorial_moment β B 2
  simp only [Nat.descFactorial_one, pow_one] at h1
  simp only [Nat.cast_descFactorial_two] at h2
  have hZ := (hasSum_orderWeight β B).tsum_eq
  refine ⟨?_, ?_, ?_⟩
  · rw [hZ]
    exact trace_exp_pos hB β
  · simp only [orderMean, thermalAvg]
    rw [h1.tsum_eq, hZ, mul_div_assoc]
  · simp only [orderMean, thermalAvg]
    rw [h2.tsum_eq, hZ, mul_div_assoc]

/-- If `β ≥ 0` and all entries of `B` are nonnegative, no order has a negative weight. -/
theorem orderWeight_nonneg {β : ℝ} (hβ : 0 ≤ β) {B : Matrix ι ι ℝ} (hB : ∀ i j, 0 ≤ B i j)
    (n : ℕ) : 0 ≤ orderWeight β B n := by
  have hpow : ∀ i j, 0 ≤ (B ^ n) i j := by
    induction n with
    | zero =>
      intro i j
      rw [pow_zero, Matrix.one_apply]
      split_ifs <;> norm_num
    | succ n ih =>
      intro i j
      rw [pow_succ, Matrix.mul_apply]
      exact Finset.sum_nonneg fun l _ => mul_nonneg (ih i l) (hB l j)
  have htr : 0 ≤ Matrix.trace (B ^ n) := Finset.sum_nonneg fun i _ => hpow i i
  exact div_nonneg (mul_nonneg (pow_nonneg hβ n) htr) (Nat.cast_nonneg _)

/-- For a fixed matrix `X`, the averages taken with `exp(β(c - H))` and with `exp(-βH)` agree. -/
theorem thermalAvg_shift (β c : ℝ) (H X : Matrix ι ι ℝ) :
    thermalAvg β (c • 1 - H) X = thermalAvg β (-H) X := by
  have hs : NormedSpace.exp ((β * c) • (1 : Matrix ι ι ℝ)) = Real.exp (β * c) • 1 := by
    rw [Real.exp_eq_exp_ℝ, ← Algebra.algebraMap_eq_smul_one, ← Algebra.algebraMap_eq_smul_one]
    let : NormedRing (Matrix ι ι ℝ) := Matrix.linftyOpNormedRing
    let : NormedAlgebra ℝ (Matrix ι ι ℝ) := Matrix.linftyOpNormedAlgebra
    exact (NormedSpace.algebraMap_exp_comm (β * c)).symm
  have hsplit : β • (c • (1 : Matrix ι ι ℝ) - H) = (β * c) • 1 + β • (-H) := by module
  simp only [thermalAvg]
  rw [hsplit, Matrix.exp_add_of_commute _ _ ((Commute.one_left _).smul_left _), hs,
    Matrix.smul_mul, Matrix.one_mul, Matrix.mul_smul, Matrix.trace_smul, Matrix.trace_smul,
    smul_eq_mul, smul_eq_mul, mul_div_mul_left _ _ (Real.exp_ne_zero _)]

/-- For a real symmetric `H` on a nonempty index type, the first two thermal moments of `c - H`
are `c - ⟨H⟩` and `c² - 2c⟨H⟩ + ⟨H²⟩`, with averages on the right taken with `exp(-βH)`. -/
theorem thermalAvg_shifted_moments [Nonempty ι] {H : Matrix ι ι ℝ} (hH : H.IsSymm) (β c : ℝ) :
    thermalAvg β (c • 1 - H) (c • 1 - H) = c - thermalAvg β (-H) H ∧
    thermalAvg β (c • 1 - H) ((c • 1 - H) ^ 2) =
      c ^ 2 - 2 * c * thermalAvg β (-H) H + thermalAvg β (-H) (H ^ 2) := by
  have hZ := (trace_exp_pos hH.neg β).ne'
  have hsq : (c • (1 : Matrix ι ι ℝ) - H) ^ 2 = (c ^ 2) • 1 - (2 * c) • H + H ^ 2 := by
    simp only [pow_two, sub_mul, mul_sub, smul_mul_assoc, mul_smul_comm, one_mul, mul_one]
    module
  rw [thermalAvg_shift, thermalAvg_shift, hsq]
  simp only [thermalAvg, add_mul, sub_mul, smul_mul_assoc, one_mul, Matrix.trace_add,
    Matrix.trace_sub, Matrix.trace_smul, smul_eq_mul]
  constructor
  · rw [sub_div, mul_div_assoc, div_self hZ, mul_one]
  · rw [add_div, sub_div, mul_div_assoc, div_self hZ, mul_one, mul_div_assoc]

/-- Energy estimator: for a real symmetric `H` on a nonempty index type and `β ≠ 0`, expanding
in `c - H` gives the thermal energy as `c` minus the mean expansion order over `β`. -/
theorem energy_estimator [Nonempty ι] {H : Matrix ι ι ℝ} (hH : H.IsSymm) {β : ℝ} (hβ : β ≠ 0)
    (c : ℝ) :
    thermalAvg β (-H) H = c - orderMean β (c • 1 - H) (fun n => (n : ℝ)) / β := by
  have hB : (c • (1 : Matrix ι ι ℝ) - H).IsSymm := by
    simp [Matrix.IsSymm, Matrix.transpose_sub, Matrix.transpose_smul, hH.eq]
  rw [(expansion_order_moments hB β).2.1, (thermalAvg_shifted_moments hH β c).1,
    mul_div_cancel_left₀ _ hβ]
  ring

/-- Fluctuation estimator: for a real symmetric `H` on a nonempty index type, `β²` times the
thermal variance of `H` is `⟨n²⟩ - ⟨n⟩² - ⟨n⟩` for the expansion in `c - H`. -/
theorem energy_variance_estimator [Nonempty ι] {H : Matrix ι ι ℝ} (hH : H.IsSymm) (β c : ℝ) :
    β ^ 2 * (thermalAvg β (-H) (H ^ 2) - thermalAvg β (-H) H ^ 2) =
      orderMean β (c • 1 - H) (fun n => (n : ℝ) ^ 2)
        - orderMean β (c • 1 - H) (fun n => (n : ℝ)) ^ 2
        - orderMean β (c • 1 - H) (fun n => (n : ℝ)) := by
  have hB : (c • (1 : Matrix ι ι ℝ) - H).IsSymm := by
    simp [Matrix.IsSymm, Matrix.transpose_sub, Matrix.transpose_smul, hH.eq]
  -- split `n² = n(n-1) + n` under the convergent sums
  have hsq : orderMean β (c • 1 - H) (fun n => (n : ℝ) ^ 2) =
      orderMean β (c • 1 - H) (fun n => (n : ℝ) * ((n : ℝ) - 1))
        + orderMean β (c • 1 - H) (fun n => (n : ℝ)) := by
    have h1 := (hasSum_factorial_moment β (c • 1 - H) 1).summable
    have h2 := (hasSum_factorial_moment β (c • 1 - H) 2).summable
    simp only [Nat.descFactorial_one] at h1
    simp only [Nat.cast_descFactorial_two] at h2
    simp only [orderMean]
    rw [← add_div, ← h2.tsum_add h1]
    congr 1
    exact tsum_congr fun n => by ring
  obtain ⟨-, m1, m2⟩ := expansion_order_moments hB β
  obtain ⟨s1, s2⟩ := thermalAvg_shifted_moments hH β c
  rw [hsq, m2, m1, s1, s2]
  ring

end

end ExpansionOrderEstimator
```

```lean
#print axioms ExpansionOrderEstimator.orderWeight_nonneg
#print axioms ExpansionOrderEstimator.energy_estimator
#print axioms ExpansionOrderEstimator.energy_variance_estimator
```

```
'ExpansionOrderEstimator.orderWeight_nonneg' depends on axioms: [propext, Classical.choice, Quot.sound]
'ExpansionOrderEstimator.energy_estimator' depends on axioms: [propext, Classical.choice, Quot.sound]
'ExpansionOrderEstimator.energy_variance_estimator' depends on axioms: [propext, Classical.choice, Quot.sound]
```

## From the series to the estimators in Lean

`hasSum_trace_exp` proves that the exponential series may be summed inside $\operatorname{Tr}(A\,\cdot)$ for a fixed matrix $A$. It installs a matrix norm locally to obtain convergence of the series, then applies `HasSum.map` to the continuous additive map $X\mapsto\operatorname{Tr}(AX)$.

`hasSum_factorial_moment` is the index shift. Lean's `n.descFactorial k` is $n(n-1)\cdots(n-k+1)$. The step `h0` removes the orders below $k$, and `hterm` rewrites the term at $m+k$, using $m!$ times the falling factorial equals $(m+k)!$. `hasSum_nat_add_iff'` then reduces the claim to the shifted series, which the previous lemma sums with $A=B^k$. Setting $k=0$ gives `hasSum_orderWeight`.

`trace_exp_pos` follows the factorisation above: `hT` is the symmetry of $M$, `hMM` is $e^{\beta B}=M^{\mathsf T}M$, and `hij` is the nonzero entry that makes the sum of squares positive. Lean assigns values even to divergent sums and to division by zero; the convergence lemmas and this positivity ensure that no such value enters the moment formulas.

`expansion_order_moments` takes $k=1$ and $k=2$, replaces each infinite sum by its value through `tsum_eq`, and rearranges the quotient.

In `thermalAvg_shift`, `hs` evaluates the exponential of a multiple of the identity and `hsplit` separates the exponent. `Matrix.exp_add_of_commute` factorises the exponential, and `mul_div_mul_left` cancels $e^{\beta c}$. `thermalAvg_shifted_moments` expands $(c-H)^2$ in `hsq` and uses linearity of the trace; positivity enters through `div_self hZ`, which says that the average of the identity is one.

`energy_estimator` combines the first moment with the first shifted average and cancels $\beta$. In `energy_variance_estimator`, the step `hsq` splits $n^2$ into $n(n-1)+n$ under the infinite sum, which requires both parts to be summable; the factorial-moment lemma supplies this. After substitution of the moments, `ring` carries out the final cancellation of $c$.

`orderWeight_nonneg` proves by induction on $n$ that the entries of $B^n$ are nonnegative, then sums the diagonal.
